# Run length for a mean volume from geometrically correlated samples

I am running first-principles molecular dynamics of a crystal at constant pressure, and the cell volume breathes slowly around its average. I store it every 0.1 ps, and it fluctuates with a standard deviation of 50 Å³. After 100 frames, the usual $s/\sqrt N$ gives an error of 5 Å³ for the mean volume, which is all I need. But had I stored the volume every 0.05 ps, the same 10 ps would have given 200 frames and an error of 3.5 Å³, with no new physics in the trajectory. Neighbouring frames have a correlation of 0.9, and it seems to fall by the same factor with every further frame. What is the real error of my mean, and how long must I run to get it down to 5 Å³?

## About 1900 frames instead of 100

If the correlation between frames is $\rho^{|i-j|}$ with $0\le\rho<1$, the error of the mean is at most $\varepsilon$ once

$$N\ \ge\ \frac{s^2}{\varepsilon^2}\,\frac{1+\rho}{1-\rho}.$$

Here $N$ is the number of frames, $s$ the standard deviation of the volume and $\varepsilon$ the target standard deviation of the mean. With $\rho=0.9$ the second factor is 19, so 1900 frames, or 190 ps, are enough. The exact formula below lowers this only slightly, to 1891 frames. The actual error of your mean after 100 frames is about 21 Å³.

Let $V_0,\dots,V_{N-1}$ be the volumes and $M=\frac1N\sum_i V_i$ their mean. The variance of a sum is the double sum of the covariances, so

$$\operatorname{Var}M=\frac{1}{N^2}\sum_{i,j<N}\operatorname{Cov}(V_i,V_j)=\frac{s^2}{N^2}\,C_N,\qquad C_N=\sum_{i,j<N}\rho^{|i-j|}.$$

To find $C_N$, add one frame at a time. The correlations of frame $N$ with the $N$ earlier ones form a geometric sum. For $\rho\neq1$,

$$R_N=\sum_{i<N}\rho^{N-i}=\rho+\rho^2+\dots+\rho^N=\frac{\rho(1-\rho^N)}{1-\rho}.$$

The new frame adds a row, a column and a diagonal entry to the table of correlations, so $C_{N+1}=C_N+2R_N+1$. Starting from $C_0=0$,

$$C_N=N+\frac{2\rho}{1-\rho}\sum_{n=0}^{N-1}(1-\rho^n)
=N+\frac{2\rho N}{1-\rho}-\frac{2\rho(1-\rho^N)}{(1-\rho)^2}.$$

The first two terms combine to $N(1+\rho)/(1-\rho)$. Dividing by $N^2$ gives, for $N\ge1$,

$$\operatorname{Var}M=s^2\left[\frac{1+\rho}{N(1-\rho)}-\frac{2\rho(1-\rho^N)}{N^2(1-\rho)^2}\right].$$

For a single frame the bracket is 1, and for $\rho=0$ it is $1/N$, the result for uncorrelated samples.

When $0\le\rho<1$, we have $\rho^N\le1$, so the subtracted term is not negative. Leaving it out gives

$$\operatorname{Var}M\le\frac{s^2(1+\rho)}{N(1-\rho)},$$

and the right-hand side is at most $\varepsilon^2$ exactly when $N$ satisfies the condition above. For $-1<\rho<0$ and $s\ne0$ the correction has the other sign and this bound fails, although the exact formula still holds.

The factor $(1+\rho)/(1-\rho)$ is also the best possible for long runs. For $|\rho|<1$,

$$\frac{C_N}{N}=\frac{1+\rho}{1-\rho}-\frac{2\rho(1-\rho^N)}{N(1-\rho)^2}\ \longrightarrow\ \frac{1+\rho}{1-\rho}\qquad(N\to\infty).$$

This settles the puzzle about storing more often. Write $\rho=e^{-\Delta t/\tau}$, with storage interval $\Delta t$ and correlation time $\tau$. For $\Delta t\ll\tau$ the factor is close to $2\tau/\Delta t$, so in a long run of duration $T=N\Delta t$ the variance is close to $2\tau s^2/T$, whatever the storage interval. At 0.05 ps your correlation per frame becomes $\sqrt{0.9}$ and the condition asks for 3798 frames, which is again 190 ps.

## Geometric covariance as a hypothesis in Lean

In the Lean file below, a point `ω` of the space `Ω` stands for one possible run, and the probability measure `μ` describes the scatter over repeated runs. `V i` is the volume in frame `i`, a real-valued function on `Ω`. Frames are counted from 0, so `range N` contains $0,\dots,N-1$. The letter `ρ` is the correlation between neighbouring frames, not a density, and `M` is the mean volume, not a barostat mass.

- `lag i j` is $|i-j|$, computed in the integers because subtraction of natural numbers in Lean stops at zero.
- `correlationSum ρ N` is $C_N$.
- `GeometricallyCorrelated μ V N s ρ` says that the first `N` volumes have finite second moments (`MemLp (V i) 2 μ`) and covariance $s^2\rho^{|i-j|}$. Setting $i=j$ shows that $s^2$ is the variance of each volume.
- `IsSampleMean M V N` says that $N\cdot M$ is the sum of the volumes in every run. This determines `M` only for $N\ge1$, which the variance theorems require.

`variance_mean_eq` is the exact formula for every real $\rho\neq1$ for which the covariance hypothesis holds. `variance_mean_le` is the bound for $0\le\rho<1$, and `variance_mean_le_of_run_length` is the condition on $N$, for $\varepsilon>0$. The limit is `correlationSum_per_sample_tendsto`.

The geometric covariance is assumed, not derived from the equations of motion of a barostat. It stands for a volume that relaxes with a single decay time. An underdamped barostat, whose volume rings, has an oscillating correlation function and in general doesn't satisfy it.

The step from these theorems to your crystal is the equilibration of the run. The variance measures scatter about the expectation of `M`, and no hypothesis says that this expectation is the equilibrium volume.

```lean
import Mathlib

open MeasureTheory ProbabilityTheory Filter Topology Finset

namespace CorrelatedVolumeMean

noncomputable section

/-- The number of sampling intervals between samples `i` and `j`, that is `|i - j|`. -/
def lag (i j : ℕ) : ℕ := ((i : ℤ) - (j : ℤ)).natAbs

/-- The sum of the correlations `ρ ^ |i - j|` over all ordered pairs `(i, j)` among `N` samples,
including `i = j`. -/
def correlationSum (ρ : ℝ) (N : ℕ) : ℝ :=
  ∑ i ∈ range N, ∑ j ∈ range N, ρ ^ lag i j

/-- The first `N` sampled volumes have finite second moments and covariance
`s ^ 2 * ρ ^ |i - j|`. -/
def GeometricallyCorrelated {Ω : Type*} [MeasurableSpace Ω] (μ : Measure Ω)
    (V : ℕ → Ω → ℝ) (N : ℕ) (s ρ : ℝ) : Prop :=
  (∀ i < N, MemLp (V i) 2 μ) ∧
    ∀ i < N, ∀ j < N, cov[V i, V j; μ] = s ^ 2 * ρ ^ lag i j

/-- `M` is the mean of the first `N` sampled volumes (for `N ≥ 1`):
`N` times `M` is their sum. -/
def IsSampleMean {Ω : Type*} (M : Ω → ℝ) (V : ℕ → Ω → ℝ) (N : ℕ) : Prop :=
  ∀ ω, (N : ℝ) * M ω = ∑ i ∈ range N, V i ω

/-- The correlations of a new sample with the `N` earlier ones form a geometric sum. -/
theorem sum_with_new_sample (ρ : ℝ) (N : ℕ) :
    (1 - ρ) * ∑ i ∈ range N, ρ ^ lag i N = ρ * (1 - ρ ^ N) := by
  induction N with
  | zero => simp
  | succ n ih =>
    -- one more time step multiplies every earlier correlation by ρ
    have h : ∑ i ∈ range n, ρ ^ lag i (n + 1) = ρ * ∑ i ∈ range n, ρ ^ lag i n := by
      rw [mul_sum]
      refine sum_congr rfl fun i hi => ?_
      have hin := mem_range.mp hi
      have hl : lag i (n + 1) = lag i n + 1 := by unfold lag; omega
      rw [hl, pow_succ]
      ring
    have h1 : lag n (n + 1) = 1 := by unfold lag; omega
    rw [sum_range_succ, h, h1]
    linear_combination ρ * ih

/-- The double sum of correlations, written without denominators. -/
theorem correlationSum_mul (ρ : ℝ) (N : ℕ) :
    (1 - ρ) ^ 2 * correlationSum ρ N = N * (1 - ρ ^ 2) - 2 * ρ * (1 - ρ ^ N) := by
  induction N with
  | zero => simp [correlationSum]
  | succ n ih =>
    -- a new sample adds one row, one column and one diagonal entry
    have h : correlationSum ρ (n + 1)
        = correlationSum ρ n + 2 * ∑ i ∈ range n, ρ ^ lag i n + 1 := by
      have hsym : ∑ j ∈ range n, ρ ^ lag n j = ∑ j ∈ range n, ρ ^ lag j n := by
        refine sum_congr rfl fun j _ => ?_
        have hl : lag n j = lag j n := by unfold lag; omega
        rw [hl]
      have h0 : lag n n = 0 := by unfold lag; omega
      unfold correlationSum
      simp only [sum_range_succ, sum_add_distrib]
      rw [hsym, h0]
      ring
    rw [h]
    push_cast
    linear_combination ih + 2 * (1 - ρ) * sum_with_new_sample ρ n

/-- Closed form of the double sum of correlations, for `ρ ≠ 1`. -/
theorem correlationSum_eq {ρ : ℝ} (hρ : ρ ≠ 1) (N : ℕ) :
    correlationSum ρ N
      = N * (1 + ρ) / (1 - ρ) - 2 * ρ * (1 - ρ ^ N) / (1 - ρ) ^ 2 := by
  have hd : 1 - ρ ≠ 0 := sub_ne_zero.mpr hρ.symm
  have h : correlationSum ρ N
      = (N * (1 - ρ ^ 2) - 2 * ρ * (1 - ρ ^ N)) / (1 - ρ) ^ 2 := by
    rw [eq_div_iff (pow_ne_zero 2 hd)]
    linarith [correlationSum_mul ρ N]
  rw [h]
  field_simp
  ring

/-- For `|ρ| < 1` the sum of correlations per sample tends to `(1 + ρ) / (1 - ρ)`
as the number of samples grows. -/
theorem correlationSum_per_sample_tendsto {ρ : ℝ} (hρ : |ρ| < 1) :
    Tendsto (fun N : ℕ => correlationSum ρ N / N) atTop (𝓝 ((1 + ρ) / (1 - ρ))) := by
  have hρ1 : ρ ≠ 1 := (abs_lt.mp hρ).2.ne
  have hd : 1 - ρ ≠ 0 := sub_ne_zero.mpr hρ1.symm
  have hp := tendsto_pow_atTop_nhds_zero_of_abs_lt_one hρ
  have hi := tendsto_inv_atTop_nhds_zero_nat (𝕜 := ℝ)
  -- the finite-length correction decays like 1 / N
  have hl : Tendsto (fun N : ℕ => (1 + ρ) / (1 - ρ)
      - 2 * ρ / (1 - ρ) ^ 2 * (1 - ρ ^ N) * (N : ℝ)⁻¹) atTop
      (𝓝 ((1 + ρ) / (1 - ρ) - 2 * ρ / (1 - ρ) ^ 2 * (1 - 0) * 0)) :=
    tendsto_const_nhds.sub (((hp.const_sub 1).const_mul _).mul hi)
  rw [mul_zero, sub_zero] at hl
  refine hl.congr' ?_
  filter_upwards [eventually_gt_atTop 0] with N hN
  have hN' : (N : ℝ) ≠ 0 := Nat.cast_ne_zero.mpr hN.ne'
  rw [correlationSum_eq hρ1]
  field_simp

variable {Ω : Type*} [MeasurableSpace Ω] {μ : Measure Ω} [IsProbabilityMeasure μ]
  {V : ℕ → Ω → ℝ} {M : Ω → ℝ} {N : ℕ} {s ρ ε : ℝ}

/-- Exact variance of the mean of `N ≥ 1` volumes with covariance
`s ^ 2 * ρ ^ |i - j|`, for `ρ ≠ 1`. -/
theorem variance_mean_eq (hV : GeometricallyCorrelated μ V N s ρ)
    (hM : IsSampleMean M V N) (hN : 1 ≤ N) (hρ : ρ ≠ 1) :
    Var[M; μ] = s ^ 2 * ((1 + ρ) / (N * (1 - ρ))
      - 2 * ρ * (1 - ρ ^ N) / (N ^ 2 * (1 - ρ) ^ 2)) := by
  have hN' : (N : ℝ) ≠ 0 := Nat.cast_ne_zero.mpr (by omega)
  have hd : 1 - ρ ≠ 0 := sub_ne_zero.mpr hρ.symm
  have hfun : (fun ω => (N : ℝ) * M ω) = ∑ i ∈ range N, V i := by
    funext ω
    rw [Finset.sum_apply]
    exact hM ω
  -- the variance of the sum is the double sum of covariances
  have hsum : Var[∑ i ∈ range N, V i; μ] = s ^ 2 * correlationSum ρ N := by
    rw [variance_sum' fun i hi => hV.1 i (mem_range.mp hi)]
    unfold correlationSum
    simp only [mul_sum]
    exact sum_congr rfl fun i hi => sum_congr rfl fun j hj =>
      hV.2 i (mem_range.mp hi) j (mem_range.mp hj)
  have h := variance_const_mul (N : ℝ) M μ
  rw [hfun, hsum] at h
  have hvar : Var[M; μ] = s ^ 2 * correlationSum ρ N / (N : ℝ) ^ 2 := by
    rw [eq_div_iff (pow_ne_zero 2 hN')]
    linarith
  rw [hvar, correlationSum_eq hρ]
  field_simp

/-- For `N ≥ 1` volumes with covariance `s ^ 2 * ρ ^ |i - j|`, where `0 ≤ ρ < 1`, the variance of
their mean is at most `s ^ 2 * (1 + ρ) / (N * (1 - ρ))`. -/
theorem variance_mean_le (hV : GeometricallyCorrelated μ V N s ρ)
    (hM : IsSampleMean M V N) (hN : 1 ≤ N) (h0 : 0 ≤ ρ) (h1 : ρ < 1) :
    Var[M; μ] ≤ s ^ 2 * (1 + ρ) / (N * (1 - ρ)) := by
  have hp : ρ ^ N ≤ 1 := pow_le_one₀ h0 h1.le
  have hB : 0 ≤ 2 * ρ * (1 - ρ ^ N) / ((N : ℝ) ^ 2 * (1 - ρ) ^ 2) :=
    div_nonneg (mul_nonneg (by linarith) (by linarith)) (by positivity)
  rw [variance_mean_eq hV hM hN h1.ne, mul_div_assoc (s ^ 2) (1 + ρ)]
  exact mul_le_mul_of_nonneg_left (sub_le_self _ hB) (sq_nonneg s)

/-- Run length for a target precision `ε > 0`: for `0 ≤ ρ < 1`, the mean of `N ≥ 1` volumes with
covariance `s ^ 2 * ρ ^ |i - j|` has variance at most `ε ^ 2` once
`N ≥ s ^ 2 * (1 + ρ) / (ε ^ 2 * (1 - ρ))`. -/
theorem variance_mean_le_of_run_length (hV : GeometricallyCorrelated μ V N s ρ)
    (hM : IsSampleMean M V N) (hN : 1 ≤ N) (h0 : 0 ≤ ρ) (h1 : ρ < 1) (hε : 0 < ε)
    (hlen : s ^ 2 * (1 + ρ) / (ε ^ 2 * (1 - ρ)) ≤ N) :
    Var[M; μ] ≤ ε ^ 2 := by
  have hd : 0 < 1 - ρ := sub_pos.mpr h1
  have hN' : (0 : ℝ) < N := Nat.cast_pos.mpr (by omega)
  rw [div_le_iff₀ (mul_pos (pow_pos hε 2) hd)] at hlen
  refine (variance_mean_le hV hM hN h0 h1).trans ?_
  rw [div_le_iff₀ (mul_pos hN' hd)]
  linarith

/-- Four equally likely states. -/
def fourStates : Measure (Fin 4) := (4 : ENNReal)⁻¹ • Measure.count

/-- Three successive volumes, tabulated on the four states; later samples repeat the third. -/
def tableVolume : ℕ → Fin 4 → ℝ
  | 0 => ![11, 11, 9, 9]
  | 1 => ![57 / 5, 49 / 5, 51 / 5, 43 / 5]
  | _ => ![291 / 25, 227 / 25, 233 / 25, 249 / 25]

/-- The three tabulated volumes on four equally likely states have covariance
`(3 / 5) ^ |i - j|`. -/
theorem geometricallyCorrelated_witness :
    IsProbabilityMeasure fourStates ∧
      GeometricallyCorrelated fourStates tableVolume 3 1 (3 / 5) := by
  have hP : IsProbabilityMeasure fourStates :=
    ⟨by simp [fourStates, ENNReal.inv_mul_cancel]⟩
  -- expectation values are plain averages over the four states
  have hI : ∀ f : Fin 4 → ℝ, ∫ x, f x ∂fourStates = (f 0 + f 1 + f 2 + f 3) / 4 := by
    intro f
    rw [fourStates, integral_smul_measure, integral_count, Fin.sum_univ_four,
      ENNReal.toReal_inv, ENNReal.toReal_ofNat, smul_eq_mul]
    ring
  have h2 : ∀ a b c d : ℝ, ![a, b, c, d] (2 : Fin 4) = c := fun _ _ _ _ => rfl
  have h3 : ∀ a b c d : ℝ, ![a, b, c, d] (3 : Fin 4) = d := fun _ _ _ _ => rfl
  refine ⟨hP, fun i _ => MemLp.of_discrete, fun i hi j hj => ?_⟩
  interval_cases i <;> interval_cases j <;> simp only [covariance, hI] <;>
    norm_num [tableVolume, lag, h2, h3]

end

end CorrelatedVolumeMean
```

```lean
#print axioms CorrelatedVolumeMean.correlationSum_per_sample_tendsto
-- 'CorrelatedVolumeMean.correlationSum_per_sample_tendsto' depends on axioms: [propext, Classical.choice, Quot.sound]
#print axioms CorrelatedVolumeMean.variance_mean_le_of_run_length
-- 'CorrelatedVolumeMean.variance_mean_le_of_run_length' depends on axioms: [propext, Classical.choice, Quot.sound]
```

## From one new frame to the run length

`sum_with_new_sample` is the geometric sum $R_N$, multiplied by $1-\rho$ to avoid a division. It goes by induction: when the new frame moves one step later, every earlier correlation gains a factor $\rho$, and one new neighbour with correlation $\rho$ appears. The tactic `omega` settles the statements about `lag`, and `linear_combination` does the remaining algebra.

`correlationSum_mul` contains the recursion $C_{N+1}=C_N+2R_N+1$ as its inner statement `h`. The symmetry $|i-j|=|j-i|$ makes the new row equal to the new column, which gives the factor 2. Where the derivation above sums the recursion, Lean checks the result by induction, in a form multiplied by $(1-\rho)^2$. `correlationSum_eq` then divides by that factor, which is nonzero because $\rho\ne1$.

For the limit, the proof writes $C_N/N$ as the constant minus a correction proportional to $(1-\rho^N)/N$. Since $\rho^N\to0$ and $1/N\to0$, the correction vanishes. The two expressions need to agree only for $N>0$, which `filter_upwards` supplies.

In `variance_mean_eq`, Mathlib's `variance_sum'` turns the variance of the sum into the double sum of covariances, and the hypothesis replaces each of them by $s^2\rho^{|i-j|}$. `variance_const_mul` gives $\operatorname{Var}(NM)=N^2\operatorname{Var}M$. Dividing by $N^2$ and inserting the closed form of $C_N$ completes the formula.

`variance_mean_le` shows that the subtracted term is nonnegative (`hB`) and drops it with `sub_le_self`. `variance_mean_le_of_run_length` clears the denominators in the condition on $N$ and in the bound, after which the two inequalities match.

The last theorem, `geometricallyCorrelated_witness`, gives a concrete case of the covariance hypothesis: three volumes tabulated on four equally likely states, with $s=1$ and $\rho=3/5$. Expectations become averages of four numbers, and `interval_cases` runs through the nine pairs of frames. For this table the exact formula gives a variance of the mean of 0.68, compared with $1/3$ for uncorrelated samples.

## The error bar on an equilibrium volume

In an actual calculation you discard the equilibration part of the volume series and average the rest. The variance of the series estimates $s^2$, and the covariance of neighbouring frames divided by that variance estimates $\rho$. If the correlation falls geometrically with the number of frames and the run is long, the error bar on the mean volume is about

$$\frac{s}{\sqrt N}\sqrt{\frac{1+\rho}{1-\rho}},$$

which for $\rho=0.9$ is the naive value times 4.4. For a cubic cell, a third of the relative error in the volume is the relative error in the lattice constant, as long as the errors are small. Since every time step of a first-principles run costs an electronic-structure calculation, the condition on $N$ gives an estimate of the computing time for a target error, provided that the volume correlations decay geometrically. Both $s$ and $\rho$ come from a finite trajectory, so the estimate becomes dependable only when the run spans many correlation times.
